# Newton's method need not converge on a strictly convex function

A minimisation routine that takes full Newton steps and checks only that the curvature is positive can raise the energy at every iteration, even when there is a single minimum and no other stationary point. The problems below work this out for one smooth function of one real variable. The same step, with a gradient and a Hessian, is used in geometry and orbital optimisation; this one-variable model shows that a positive Hessian alone does not make the full step safe.

```lean
import Mathlib

open Filter Topology

namespace NewtonConvexDivergence

noncomputable section
```

For a function $f$ of a real variable, one Newton minimisation step is

$$N(x) = x - \frac{f'(x)}{f''(x)},$$

which jumps to the stationary point of the quadratic model of $f$ at $x$. In Lean it is `newtonStep f`, defined for any real function through Mathlib's derivative `deriv`.

```lean
/-- One Newton step for minimising `f`, namely `x - f'(x) / f''(x)`, meant for points where
`f''(x)` exists and is nonzero. -/
def newtonStep (f : ℝ → ℝ) (x : ℝ) : ℝ := x - deriv f x / deriv (deriv f) x
```

From here until part (i), $f$ is the smoothed absolute value $f(x)=\sqrt{1+x^2}$, written `softAbs`. The constant 1 sets the width over which the corner of $|x|$ is rounded off, so $x$ is measured in units of that width.

```lean
/-- The smoothed absolute value `√(1 + x²)`. -/
def softAbs (x : ℝ) : ℝ := √(1 + x ^ 2)
```

## (a) The slope

Show that $f$ is differentiable everywhere, with

$$f'(x) = \frac{x}{f(x)}.$$

**Solution.** The inner function $u = 1+x^2$ is positive and has derivative $2x$. The chain rule gives $f'(x) = 2x/(2\sqrt{u}) = x/f(x)$.

In Lean, `HasDerivAt softAbs c x` means that $f$ is differentiable at $x$ with derivative $c$. The step `h` differentiates $u$, `hne` supplies $u \neq 0$ for the square-root rule, and `mul_div_mul_left` cancels the factor 2.

```lean
/-- The slope of `f(x) = √(1 + x²)` is `x / f(x)`. -/
theorem hasDerivAt_softAbs (x : ℝ) : HasDerivAt softAbs (x / softAbs x) x := by
  have h : HasDerivAt (fun y : ℝ => 1 + y ^ 2) (2 * x) x := by
    simpa using (hasDerivAt_pow 2 x).const_add 1
  have hne : (1 : ℝ) + x ^ 2 ≠ 0 := by positivity
  exact (h.sqrt hne).congr_deriv (mul_div_mul_left _ _ two_ne_zero)
```

## (b) The curvature

Show that

$$f''(x) = \frac{1}{f(x)^3}.$$

**Solution.** Apply the quotient rule to $x/f(x)$ and use $f^2 - x^2 = 1$:

$$f'' = \frac{f - x\cdot x/f}{f^2} = \frac{(f^2-x^2)/f}{f^2} = \frac{1}{f^3}.$$

The Lean proof first replaces `deriv softAbs` by the formula from (a), in `h1`. Then `h2` simplifies the numerator to $1/f$.

```lean
/-- The curvature of `f(x) = √(1 + x²)` is `1 / f(x)³`. -/
theorem hasDerivAt_deriv_softAbs (x : ℝ) :
    HasDerivAt (deriv softAbs) (1 / softAbs x ^ 3) x := by
  have hpos : 0 < softAbs x := Real.sqrt_pos.2 (by positivity)
  have hne : softAbs x ≠ 0 := hpos.ne'
  have hsq : softAbs x ^ 2 = 1 + x ^ 2 := Real.sq_sqrt (by positivity)
  have h1 : deriv softAbs = fun y => y / softAbs y :=
    funext fun y => (hasDerivAt_softAbs y).deriv
  rw [h1]
  refine ((hasDerivAt_id' x).fun_div (hasDerivAt_softAbs x) hne).congr_deriv ?_
  -- the numerator of the quotient rule collapses because `f² - x² = 1`
  have h2 : 1 * softAbs x - x * (x / softAbs x) = 1 / softAbs x := by
    field_simp
    linarith
  rw [h2]
  field_simp
```

## (c) Strict convexity

Show that for $x \neq y$ and weights $a,b>0$ with $a+b=1$,

$$f(ax+by) < a f(x) + b f(y).$$

**Solution.** Since $f>0$, part (b) gives $f''>0$, so $f'$ is strictly increasing. Take $x<y$ and put $z=ax+by$, which lies between them. By the mean value theorem the two chord slopes are values of $f'$ at points left and right of $z$, hence

$$\frac{f(z)-f(x)}{z-x} < \frac{f(y)-f(z)}{y-z}.$$

Here $z-x = b(y-x)$ and $y-z = a(y-x)$, so $a\,(f(z)-f(x)) < b\,(f(y)-f(z))$. Collecting $f(z)$ and using $a+b=1$ gives the claim; the case $y<x$ follows by exchanging the names.

`StrictConvexOn ℝ Set.univ softAbs` is this inequality on the whole line. Mathlib's second-derivative test contains the mean value argument; the proof feeds it continuity, from (a), and positive curvature, from (b).

```lean
/-- The function `√(1 + x²)` is strictly convex on the whole line. -/
theorem strictConvexOn_softAbs : StrictConvexOn ℝ Set.univ softAbs := by
  refine strictConvexOn_univ_of_deriv2_pos
    (continuous_iff_continuousAt.2 fun x => (hasDerivAt_softAbs x).continuousAt) fun x => ?_
  show 0 < deriv (deriv softAbs) x
  have hpos : 0 < softAbs x := Real.sqrt_pos.2 (by positivity)
  rw [(hasDerivAt_deriv_softAbs x).deriv]
  positivity
```

## (d) Lower means closer to the origin

Show that

$$f(x) < f(y) \iff |x| < |y|.$$

**Solution.** The square root is strictly increasing on non-negative numbers, so $f(x)<f(y)$ is equivalent to $1+x^2<1+y^2$, hence to $x^2<y^2$, hence to $|x|<|y|$. In particular $f(0)<f(y)$ for every $y\neq 0$, so $0$ is the unique minimiser.

The three lemmas in the `rw` line are these three equivalences, in the same order.

```lean
/-- The value of `√(1 + x²)` is lower at `x` than at `y` exactly when `x` is closer to the
origin. -/
theorem softAbs_lt_iff (x y : ℝ) : softAbs x < softAbs y ↔ |x| < |y| := by
  unfold softAbs
  rw [Real.sqrt_lt_sqrt_iff (by positivity), add_lt_add_iff_left, sq_lt_sq]
```

## (e) The Newton map

Show that

$$N(x) = -x^3.$$

**Solution.** By (a) and (b),

$$\frac{f'(x)}{f''(x)} = \frac{x}{f}\, f^3 = x f^2 = x(1+x^2) = x + x^3,$$

and subtracting this from $x$ leaves $-x^3$. Far from the origin the slope is close to $\pm1$ while the curvature is tiny, so the quadratic model puts its minimum much too far away.

In Lean, `h` is the simplification to $x f^2$ and `hsq` replaces $f^2$ by $1+x^2$.

```lean
/-- The Newton step for minimising `√(1 + x²)` is the map `x ↦ -x³`. -/
theorem newtonStep_softAbs (x : ℝ) : newtonStep softAbs x = -x ^ 3 := by
  have hpos : 0 < softAbs x := Real.sqrt_pos.2 (by positivity)
  have hne : softAbs x ≠ 0 := hpos.ne'
  have hsq : softAbs x ^ 2 = 1 + x ^ 2 := Real.sq_sqrt (by positivity)
  -- slope over curvature is `x f²`
  have h : x / softAbs x / (1 / softAbs x ^ 3) = x * softAbs x ^ 2 := by
    field_simp
  unfold newtonStep
  rw [(hasDerivAt_softAbs x).deriv, (hasDerivAt_deriv_softAbs x).deriv, h, hsq]
  ring
```

## (f) When a step goes uphill

Show that

$$f(N(x)) > f(x) \iff |x| > 1.$$

**Solution.** By (d) and (e) the left side says $|x| < |x|^3$. If $|x|>1$, this holds because $|x|^2>1$. If $|x|\le 1$, then $|x|^3\le|x|$ and it fails.

The Lean proof makes the same reduction and then treats the two directions separately.

```lean
/-- A Newton step raises the value of `√(1 + x²)` exactly when it starts at `|x| > 1`. -/
theorem newtonStep_raises_iff (x : ℝ) :
    softAbs x < softAbs (newtonStep softAbs x) ↔ 1 < |x| := by
  rw [softAbs_lt_iff, newtonStep_softAbs, abs_neg, abs_pow]
  constructor
  · intro h
    by_contra hx
    exact absurd h (not_lt_of_ge
      (pow_le_of_le_one (abs_nonneg x) (not_lt.1 hx) three_ne_zero))
  · intro h
    exact lt_self_pow₀ h (by norm_num)
```

## (g) The iterates in closed form

Let $x_0=x$ and $x_{n+1}=N(x_n)$. Show that

$$x_n = (-1)^n x^{3^n}.$$

**Solution.** For $n=0$ both sides are $x$. If the formula holds for $n$, then

$$x_{n+1} = -x_n^3 = -\big((-1)^n\big)^3 x^{3\cdot 3^n} = (-1)^{n+1}x^{3^{n+1}},$$

because the cube of $\pm1$ is the same sign.

Lean writes $x_n$ as `(newtonStep softAbs)^[n] x`, the $n$-fold iterate. The induction splits off the last step with `Function.iterate_succ_apply'`, and `h` is the remark about cubing a sign.

```lean
/-- After `n` Newton steps from `x` the iterate is `(-1)ⁿ x^(3ⁿ)`. -/
theorem newton_iterate (x : ℝ) (n : ℕ) :
    (newtonStep softAbs)^[n] x = (-1) ^ n * x ^ (3 ^ n) := by
  induction n with
  | zero => simp
  | succ n ih =>
    have h : ((-1 : ℝ) ^ n) ^ 3 = (-1) ^ n := by
      rcases neg_one_pow_eq_or ℝ n with h | h <;> rw [h] <;> norm_num
    rw [Function.iterate_succ_apply', ih, newtonStep_softAbs, mul_pow, h,
      pow_succ (3 : ℕ) n, pow_mul, pow_succ (-1 : ℝ) n]
    ring
```

## (h) Three regimes

Show that

$$x_n\to 0 \iff |x|<1,$$

that $x_n=(-1)^n x$ for all $n$ if $|x|=1$, and that $|x_n|\to\infty$ if $|x|>1$.

**Solution.** Part (g) gives $|x_n| = |x|^{3^n}$, and $3^n\to\infty$. If $|x|<1$, these powers tend to $0$. If $|x|\ge1$, they never fall below $1$, so $0$ cannot be the limit. If $|x|=1$, then $x=\pm1$, and the odd power $x^{3^n}$ equals $x$. If $|x|>1$, the powers grow without bound.

The theorem joins the three statements for an arbitrary real start. `Tendsto … atTop (𝓝 0)` is convergence to $0$ as $n\to\infty$, and a final `atTop` means growth beyond every bound. It applies to the modulus, since the iterates themselves change sign at each step. `habs` is the formula for $|x_n|$ and `h3` the growth of $3^n$.

```lean
/-- Newton minimisation of `√(1 + x²)` converges to `0` exactly from the starts with `|x| < 1`;
from `|x| = 1` it alternates between `x` and `-x`, and from `|x| > 1` the distance of the
iterates from the origin tends to infinity. -/
theorem newton_three_regimes (x : ℝ) :
    (Tendsto (fun n => (newtonStep softAbs)^[n] x) atTop (𝓝 0) ↔ |x| < 1) ∧
    (|x| = 1 → ∀ n, (newtonStep softAbs)^[n] x = (-1) ^ n * x) ∧
    (1 < |x| → Tendsto (fun n => |(newtonStep softAbs)^[n] x|) atTop atTop) := by
  have habs : ∀ n, |(newtonStep softAbs)^[n] x| = |x| ^ (3 ^ n) := by
    intro n
    rw [newton_iterate]
    simp [abs_mul, abs_pow]
  have h3 : Tendsto (fun n : ℕ => 3 ^ n) atTop atTop :=
    tendsto_pow_atTop_atTop_of_one_lt (by norm_num)
  refine ⟨⟨fun h => ?_, fun h => ?_⟩, fun h n => ?_, fun h => ?_⟩
  · -- from `|x| ≥ 1` the iterates never come closer to the origin than `1`
    by_contra hx
    have h1 : (1 : ℝ) ≤ |0| := ge_of_tendsto' h.abs fun n => by
      rw [habs n]
      exact one_le_pow₀ (not_lt.1 hx)
    norm_num at h1
  · rw [tendsto_zero_iff_abs_tendsto_zero]
    exact ((tendsto_pow_atTop_nhds_zero_of_lt_one (abs_nonneg x) h).comp h3).congr
      fun n => (habs n).symm
  · -- odd powers of `1` and `-1` return the same number
    rw [newton_iterate]
    rcases eq_or_eq_neg_of_abs_eq h with hx | hx
    · rw [hx, one_pow]
    · rw [hx, (Odd.pow (by decide : Odd 3)).neg_one_pow]
  · exact ((tendsto_pow_atTop_atTop_of_one_lt h).comp h3).congr fun n => (habs n).symm
```

## (i) The general claim refuted

Now let $f$ be arbitrary. Show that the following claim is false: for every strictly convex $f:\mathbb{R}\to\mathbb{R}$ with $f''>0$ everywhere, every minimiser $m$ of $f$ and every start $x$,

$$\lim_{n\to\infty} x_n = m.$$

**Solution.** Take $f(x)=\sqrt{1+x^2}$, $m=0$ and $x=1$. Parts (b), (c) and (d) supply the conditions, but the iterates are $1,-1,1,-1,\dots$ and have no limit.

In Lean the claim stands behind a negation sign. The proof assumes it, supplies the curvature as `hcurv` and the minimiser as `hmin`, and obtains $|1|<1$ from the first regime of (h). The result concerns full steps on real numbers in one dimension. It leaves open which other convex functions misbehave, and it says nothing about damped steps.

The claim covers only functions that have a minimiser. A claim that the iterates converge for every strictly convex $f$ with $f''>0$ would already fail for $f(x)=e^x$, which has no minimum: its Newton step is $x\mapsto x-1$, so the iterates run off to $-\infty$.

```lean
/-- It is false that for every strictly convex function on the line with positive second
derivative Newton's method converges to a given minimiser from every start. -/
theorem convexity_not_sufficient :
    ¬ ∀ f : ℝ → ℝ, StrictConvexOn ℝ Set.univ f → (∀ x, 0 < deriv (deriv f) x) →
      ∀ m, (∀ y, f m ≤ f y) →
        ∀ x, Tendsto (fun n => (newtonStep f)^[n] x) atTop (𝓝 m) := by
  intro h
  have hcurv : ∀ x, 0 < deriv (deriv softAbs) x := by
    intro x
    have hpos : 0 < softAbs x := Real.sqrt_pos.2 (by positivity)
    rw [(hasDerivAt_deriv_softAbs x).deriv]
    positivity
  have hmin : ∀ y, softAbs 0 ≤ softAbs y := by
    intro y
    refine not_lt.1 fun hy => ?_
    rw [softAbs_lt_iff, abs_zero] at hy
    exact absurd hy (not_lt_of_ge (abs_nonneg y))
  -- the start `x = 1` lies on the two-cycle
  have h1 := (newton_three_regimes 1).1.1 (h softAbs strictConvexOn_softAbs hcurv 0 hmin 1)
  norm_num at h1

end

end NewtonConvexDivergence
```

```lean
#print axioms NewtonConvexDivergence.newtonStep_raises_iff
#print axioms NewtonConvexDivergence.convexity_not_sufficient
```

```
'NewtonConvexDivergence.newtonStep_raises_iff' depends on axioms: [propext, Classical.choice, Quot.sound]
'NewtonConvexDivergence.convexity_not_sufficient' depends on axioms: [propext, Classical.choice, Quot.sound]
```

## Backtracking from $x=2$

One common safeguard is a backtracking line search: solve $Hp=-g$ for the step $p$, with gradient $g$ and positive definite Hessian $H$, and shorten the step until the function value is low enough. For the smoothed absolute value at $x=2$ the full step is $p=-10$. It lands at $-8$ and raises $f$ from about $2.24$ to $8.06$. Half the step lands at $-3$, where $f\approx3.16$ is still too high. A quarter lands at $-0.5$, where $f\approx1.12$, and a search that asks for a decrease accepts it. From there full Newton steps converge, by (h).
